# The covariant spin projector for $s\cdot s=-1$ and $s\cdot p=0$

Let $A$ be a real associative algebra with unit, $g^{\mu\nu}$ a real matrix over a finite index set, and $\gamma^\mu,\gamma_5\in A$ elements with

$$\gamma^\mu\gamma^\nu+\gamma^\nu\gamma^\mu=2g^{\mu\nu},\qquad \gamma_5^2=1,\qquad \gamma_5\gamma^\mu+\gamma^\mu\gamma_5=0.$$

Vectors have real covariant components $a_\mu$. Write $a\cdot b=g^{\mu\nu}a_\mu b_\nu$, $\not a=a_\mu\gamma^\mu$, $X=\gamma_5\not s$ and $\Sigma(s)=(1+X)/2$.

**Claim.** If $s\cdot s=-1$ and $s\cdot p=0$, then $\Sigma(s)^2=\Sigma(s)$, and $\Sigma(s)$ commutes with $\not p+m$ for every real $m$.

For a free massive Dirac particle, with signature $(+,-,-,-)$ and $\gamma_5=i\gamma^0\gamma^1\gamma^2\gamma^3$, $s$ is the unit spin direction boosted from the rest frame to momentum $p$. The commutation lets the sign of the energy and the spin be projected together, as in amplitudes with polarised external fermions.

## Derivation from the anticommutators

Summing the Clifford relation against $a_\mu b_\nu$ gives $\not a\not b+\not b\not a=2a\cdot b$, hence $\not a^2=a\cdot a$. By linearity, $\gamma_5\not a=-\not a\gamma_5$. Therefore

$$X^2=\gamma_5\not s\gamma_5\not s=-\gamma_5^2\not s^2=-s\cdot s,$$
$$[X,\not p]=\gamma_5\not s\not p-\not p\gamma_5\not s=\gamma_5(\not s\not p+\not p\not s)=2(s\cdot p)\gamma_5.$$

Under the two conditions $X^2=1$ and $[X,\not p]=0$, so

$$\Sigma^2=\tfrac14(1+2X+X^2)=\tfrac12(1+X)=\Sigma,\qquad [\Sigma,\not p+m]=\tfrac12[X,\not p]=0.$$

## The algebra in Lean

The generators live in an arbitrary real algebra `A`; complex matrices are one instance.

```lean
import Mathlib

open Finset

namespace CovariantSpinProjector

noncomputable section

variable {ι : Type*} [Fintype ι] {A : Type*} [Ring A] [Algebra ℝ A]
```

`IsDiracSystem` collects the three relations. Here $\gamma_5$ is postulated through its algebraic properties, not built as a product of the generators.

```lean
/-- Clifford generators `γ^μ` for the metric `g^{μν}`, together with an element `γ5` that
squares to one and anticommutes with each generator. -/
structure IsDiracSystem (g : Matrix ι ι ℝ) (γ : ι → A) (γ5 : A) : Prop where
  clifford : ∀ μ ν, γ μ * γ ν + γ ν * γ μ = (2 * g μ ν) • (1 : A)
  gamma5_sq : γ5 * γ5 = 1
  anticomm : ∀ μ, γ5 * γ μ + γ μ * γ5 = 0
```

The next definitions transcribe $a\cdot b$, $\not a$, $X$ and $\Sigma(s)$.

```lean
/-- The scalar product `a·b = g^{μν} a_μ b_ν` of vectors given by covariant components. -/
def dot (g : Matrix ι ι ℝ) (a b : ι → ℝ) : ℝ := ∑ μ, ∑ ν, a μ * b ν * g μ ν

/-- The Feynman slash `a_μ γ^μ`. -/
def slash (γ : ι → A) (a : ι → ℝ) : A := ∑ μ, a μ • γ μ

/-- The covariant spin operator `γ5 sslash`. -/
def spinOp (γ : ι → A) (γ5 : A) (s : ι → ℝ) : A := γ5 * slash γ s

/-- The element `Σ(s) = (1 + γ5 sslash) / 2`. -/
def spinProj (γ : ι → A) (γ5 : A) (s : ι → ℝ) : A := (1 / 2 : ℝ) • (1 + spinOp γ γ5 s)
```

The product $U=(\not p+m)\Sigma(s)$ combines the mass-shell and spin factors.

```lean
/-- The product `U = (pslash + m) Σ(s)`. -/
def polarized (γ : ι → A) (γ5 : A) (m : ℝ) (p s : ι → ℝ) : A :=
  (slash γ p + m • (1 : A)) * spinProj γ γ5 s
```

The first lemma expands both products as double sums, exchanges the summation order in one, and applies the Clifford relation term by term.

```lean
variable {g : Matrix ι ι ℝ} {γ : ι → A} {γ5 : A}

/-- The anticommutator of two slashed vectors is twice their scalar product. -/
theorem slash_anticomm (h : IsDiracSystem g γ γ5) (a b : ι → ℝ) :
    slash γ a * slash γ b + slash γ b * slash γ a = (2 * dot g a b) • (1 : A) := by
  have h1 : slash γ a * slash γ b = ∑ μ, ∑ ν, (a μ * b ν) • (γ μ * γ ν) := by
    unfold slash
    rw [Finset.sum_mul_sum]
    refine Finset.sum_congr rfl fun μ _ => Finset.sum_congr rfl fun ν _ => ?_
    rw [smul_mul_assoc, mul_smul_comm, smul_smul]
  have h2 : slash γ b * slash γ a = ∑ μ, ∑ ν, (a μ * b ν) • (γ ν * γ μ) := by
    unfold slash
    rw [Finset.sum_mul_sum, Finset.sum_comm]
    refine Finset.sum_congr rfl fun μ _ => Finset.sum_congr rfl fun ν _ => ?_
    rw [smul_mul_assoc, mul_smul_comm, smul_smul, mul_comm (b ν)]
  rw [h1, h2]
  unfold dot
  rw [Finset.mul_sum, Finset.sum_smul, ← Finset.sum_add_distrib]
  refine Finset.sum_congr rfl fun μ _ => ?_
  rw [Finset.mul_sum, Finset.sum_smul, ← Finset.sum_add_distrib]
  refine Finset.sum_congr rfl fun ν _ => ?_
  -- the Clifford relation, term by term
  rw [← smul_add, h.clifford, smul_smul]
  congr 1
  ring
```

Setting $b=a$ and halving gives the square; the $\gamma_5$ relation follows termwise.

```lean
/-- A slashed vector squares to the scalar `a·a`. -/
theorem slash_sq (h : IsDiracSystem g γ γ5) (a : ι → ℝ) :
    slash γ a * slash γ a = dot g a a • (1 : A) := by
  have h1 := slash_anticomm h a a
  calc slash γ a * slash γ a
      = (1 / 2 : ℝ) • (slash γ a * slash γ a + slash γ a * slash γ a) := by module
    _ = (1 / 2 : ℝ) • ((2 * dot g a a) • (1 : A)) := by rw [h1]
    _ = dot g a a • (1 : A) := by module

/-- `γ5` anticommutes with every slashed vector. -/
theorem gamma5_slash (h : IsDiracSystem g γ γ5) (a : ι → ℝ) :
    γ5 * slash γ a + slash γ a * γ5 = 0 := by
  unfold slash
  rw [Finset.mul_sum, Finset.sum_mul, ← Finset.sum_add_distrib]
  refine Finset.sum_eq_zero fun μ _ => ?_
  rw [mul_smul_comm, smul_mul_assoc, ← smul_add, h.anticomm, smul_zero]
```

The two `calc` chains below are the computations of $X^2$ and $[X,\not p]$ above.

```lean
/-- The spin operator `γ5 sslash` squares to the scalar `-s·s`. -/
theorem spinOp_sq (h : IsDiracSystem g γ γ5) (s : ι → ℝ) :
    spinOp γ γ5 s * spinOp γ γ5 s = (-dot g s s) • (1 : A) := by
  have hs : slash γ s * γ5 = -(γ5 * slash γ s) :=
    eq_neg_of_add_eq_zero_right (gamma5_slash h s)
  unfold spinOp
  calc γ5 * slash γ s * (γ5 * slash γ s)
      = γ5 * (slash γ s * γ5) * slash γ s := by simp only [mul_assoc]
    _ = -(γ5 * γ5 * (slash γ s * slash γ s)) := by
        rw [hs]
        simp only [mul_neg, neg_mul, mul_assoc]
    _ = (-dot g s s) • (1 : A) := by rw [h.gamma5_sq, slash_sq h, one_mul, neg_smul]

/-- The commutator of `γ5 sslash` with `pslash` is `2 (s·p) γ5`. -/
theorem spinOp_commutator (h : IsDiracSystem g γ γ5) (s p : ι → ℝ) :
    spinOp γ γ5 s * slash γ p - slash γ p * spinOp γ γ5 s = (2 * dot g s p) • γ5 := by
  have hp : slash γ p * γ5 = -(γ5 * slash γ p) :=
    eq_neg_of_add_eq_zero_right (gamma5_slash h p)
  unfold spinOp
  -- moving `pslash` through `γ5` turns the commutator into an anticommutator
  calc γ5 * slash γ s * slash γ p - slash γ p * (γ5 * slash γ s)
      = γ5 * slash γ s * slash γ p - slash γ p * γ5 * slash γ s := by simp only [mul_assoc]
    _ = γ5 * (slash γ s * slash γ p + slash γ p * slash γ s) := by
        rw [hp]
        noncomm_ring
    _ = (2 * dot g s p) • γ5 := by rw [slash_anticomm h, mul_smul_comm, mul_one]
```

The main theorem takes `hs` and `hsp` as the conditions on $s$. It needs no mass-shell condition. `IsIdempotentElem` means $\Sigma^2=\Sigma$, and `Commute` means equality of the two products.

```lean
/-- The covariant spin projector: for `s·s = -1` and `s·p = 0` the element
`(1 + γ5 sslash) / 2` is idempotent and commutes with `pslash + m`. -/
theorem spin_projector (h : IsDiracSystem g γ γ5) {s p : ι → ℝ} (m : ℝ)
    (hs : dot g s s = -1) (hsp : dot g s p = 0) :
    IsIdempotentElem (spinProj γ γ5 s) ∧
      Commute (spinProj γ γ5 s) (slash γ p + m • (1 : A)) := by
  have hX : spinOp γ γ5 s * spinOp γ γ5 s = 1 := by
    rw [spinOp_sq h, hs]
    simp
  have hC : Commute (spinOp γ γ5 s) (slash γ p) := by
    have h1 := spinOp_commutator h s p
    rw [hsp, mul_zero, zero_smul] at h1
    exact sub_eq_zero.mp h1
  constructor
  · change spinProj γ γ5 s * spinProj γ γ5 s = spinProj γ γ5 s
    simp only [spinProj, smul_mul_assoc, mul_smul_comm, add_mul, mul_add, one_mul, mul_one,
      hX]
    module
  · unfold spinProj
    exact ((Commute.one_left _).add_left
      (hC.add_right ((Commute.one_right _).smul_right m))).smul_left _
```

## Opposite spin and the converse

Let $s\cdot s=-1$, so that $X^2=1$. Reversing $s$ sends $X$ to $-X$. Thus $\Sigma(s)+\Sigma(-s)=1$ and $\Sigma(s)\Sigma(-s)=(1-X^2)/4=0$. Also $\gamma_5X\gamma_5=\not s\gamma_5=-X$, so conjugation by $\gamma_5$ exchanges the projectors.

```lean
/-- For `s·s = -1`, the elements `Σ(s)` and `Σ(-s)` add to one and multiply to zero, and
conjugation by `γ5` carries `Σ(s)` to `Σ(-s)`. -/
theorem spin_projector_complement (h : IsDiracSystem g γ γ5) {s : ι → ℝ}
    (hs : dot g s s = -1) :
    spinProj γ γ5 s + spinProj γ γ5 (-s) = 1 ∧
      spinProj γ γ5 s * spinProj γ γ5 (-s) = 0 ∧
      γ5 * spinProj γ γ5 s * γ5 = spinProj γ γ5 (-s) := by
  have hX : spinOp γ γ5 s * spinOp γ γ5 s = 1 := by
    rw [spinOp_sq h, hs]
    simp
  have hneg : spinOp γ γ5 (-s) = -spinOp γ γ5 s := by simp [spinOp, slash]
  have hs5 : slash γ s * γ5 = -(γ5 * slash γ s) :=
    eq_neg_of_add_eq_zero_right (gamma5_slash h s)
  have hY : γ5 * spinOp γ γ5 s * γ5 = -spinOp γ γ5 s := by
    unfold spinOp
    calc γ5 * (γ5 * slash γ s) * γ5 = γ5 * γ5 * (slash γ s * γ5) := by simp only [mul_assoc]
      _ = -(γ5 * slash γ s) := by rw [h.gamma5_sq, one_mul, hs5]
  refine ⟨?_, ?_, ?_⟩
  · unfold spinProj
    rw [hneg]
    module
  · simp only [spinProj, hneg, smul_mul_assoc, mul_smul_comm, add_mul, mul_add, one_mul,
      mul_one, mul_neg, hX]
    module
  · simp only [spinProj, hneg, mul_smul_comm, smul_mul_assoc, mul_add, add_mul, mul_one,
      h.gamma5_sq, hY]
```

Without the conditions on $s$,

$$\Sigma^2-\Sigma=-\tfrac14(s\cdot s+1),\qquad[\Sigma,\not p+m]=(s\cdot p)\gamma_5.$$

In a nonzero algebra $1\ne0$, and $\gamma_5\ne0$ because its square is $1$. Vanishing of both left-hand sides therefore forces both conditions.

```lean
/-- In a nonzero algebra, `Σ(s)` is idempotent and commutes with `pslash + m` exactly when
`s·s = -1` and `s·p = 0`. -/
theorem spin_projector_iff [Nontrivial A] (h : IsDiracSystem g γ γ5) (s p : ι → ℝ) (m : ℝ) :
    (IsIdempotentElem (spinProj γ γ5 s) ∧
      Commute (spinProj γ γ5 s) (slash γ p + m • (1 : A))) ↔
      (dot g s s = -1 ∧ dot g s p = 0) := by
  refine ⟨fun ⟨hI, hC⟩ => ⟨?_, ?_⟩, fun hh => spin_projector h m hh.1 hh.2⟩
  · -- the defect of idempotency is a multiple of the identity
    have h1 : spinProj γ γ5 s * spinProj γ γ5 s - spinProj γ γ5 s
        = (1 / 4 * (-dot g s s - 1)) • (1 : A) := by
      simp only [spinProj, smul_mul_assoc, mul_smul_comm, add_mul, mul_add, one_mul, mul_one,
        spinOp_sq h s]
      module
    rw [hI.eq, sub_self] at h1
    have h2 := (smul_eq_zero.mp h1.symm).resolve_right one_ne_zero
    linarith
  · -- the commutator is a multiple of `γ5`, which is nonzero
    have h1 : spinProj γ γ5 s * (slash γ p + m • (1 : A))
        - (slash γ p + m • (1 : A)) * spinProj γ γ5 s
        = (1 / 2 : ℝ) • (spinOp γ γ5 s * slash γ p - slash γ p * spinOp γ γ5 s) := by
      simp only [spinProj, smul_mul_assoc, mul_smul_comm, add_mul, mul_add, one_mul,
        mul_one]
      module
    rw [hC.eq, sub_self, spinOp_commutator h, smul_smul] at h1
    have h5 : γ5 ≠ 0 := by
      intro h0
      have h3 := h.gamma5_sq
      rw [h0, mul_zero] at h3
      exact zero_ne_one h3
    have h2 := (smul_eq_zero.mp h1.symm).resolve_right h5
    linarith
```

## On the mass shell

Assume again $s\cdot s=-1$ and $s\cdot p=0$. If $p\cdot p=m^2$, then $(\not p+m)^2=2m(\not p+m)$ and $\not p(\not p+m)=m(\not p+m)$. Also $X\Sigma=(X+X^2)/2=\Sigma$. Since the factors of $U$ commute,

$$U^2=2mU,\qquad \not pU=mU,\qquad XU=U.$$

For $m\ne0$ the normalised idempotent is $U/(2m)$; for $m=0$ the first identity reads $U^2=0$.

```lean
/-- On the mass shell `p·p = m²`, with `s·s = -1` and `s·p = 0`, the product
`U = (pslash + m) Σ(s)` obeys `U² = 2 m U`, `pslash U = m U` and `γ5 sslash U = U`. -/
theorem polarized_on_shell (h : IsDiracSystem g γ γ5) {s p : ι → ℝ} {m : ℝ}
    (hs : dot g s s = -1) (hsp : dot g s p = 0) (hp : dot g p p = m ^ 2) :
    polarized γ γ5 m p s * polarized γ γ5 m p s = (2 * m) • polarized γ γ5 m p s ∧
      slash γ p * polarized γ γ5 m p s = m • polarized γ γ5 m p s ∧
      spinOp γ γ5 s * polarized γ γ5 m p s = polarized γ γ5 m p s := by
  obtain ⟨hI, hC⟩ := spin_projector h m hs hsp
  have hX : spinOp γ γ5 s * spinOp γ γ5 s = 1 := by
    rw [spinOp_sq h, hs]
    simp
  have hQ : (slash γ p + m • (1 : A)) * (slash γ p + m • (1 : A))
      = (2 * m) • (slash γ p + m • (1 : A)) := by
    simp only [add_mul, mul_add, smul_mul_assoc, mul_smul_comm, one_mul, mul_one,
      slash_sq h p, hp]
    module
  have hPQ : slash γ p * (slash γ p + m • (1 : A)) = m • (slash γ p + m • (1 : A)) := by
    simp only [mul_add, mul_smul_comm, mul_one, slash_sq h p, hp]
    module
  have hXS : spinOp γ γ5 s * spinProj γ γ5 s = spinProj γ γ5 s := by
    simp only [spinProj, mul_smul_comm, mul_add, mul_one, hX]
    module
  unfold polarized
  refine ⟨?_, ?_, ?_⟩
  · rw [mul_assoc, ← mul_assoc (spinProj γ γ5 s), hC.eq, mul_assoc, hI.eq, ← mul_assoc, hQ,
      smul_mul_assoc]
  · rw [← mul_assoc, hPQ, smul_mul_assoc]
  · rw [← hC.eq, ← mul_assoc, hXS]
```

## Longitudinal spin in Minkowski space

With signature $(+,-,-,-)$ and a unit vector $\mathbf n$, take $p^\mu=(E,k\mathbf n)$ and $s^\mu=(k,E\mathbf n)/m$. The minus signs in `momentum` and `longitudinalSpin` come from lowering the spatial indices.

```lean
/-- The Minkowski metric of signature `(+, -, -, -)`. -/
def minkowski : Matrix (Fin 4) (Fin 4) ℝ :=
  !![1, 0, 0, 0; 0, -1, 0, 0; 0, 0, -1, 0; 0, 0, 0, -1]

/-- Covariant components of the four-momentum `p^μ = (E, k n)`. -/
def momentum (E k : ℝ) (n : Fin 3 → ℝ) : Fin 4 → ℝ :=
  ![E, -(k * n 0), -(k * n 1), -(k * n 2)]

/-- Covariant components of the longitudinal spin vector `s^μ = (k / m, (E / m) n)`. -/
def longitudinalSpin (E k m : ℝ) (n : Fin 3 → ℝ) : Fin 4 → ℝ :=
  ![k / m, -(E / m * n 0), -(E / m * n 1), -(E / m * n 2)]
```

For $E^2=k^2+m^2$ and $m\ne0$,

$$s\cdot s=\frac{k^2-E^2}{m^2}=-1,\quad s\cdot p=\frac{kE-Ek}{m}=0,\quad p\cdot p=E^2-k^2=m^2.$$

The proof expands the scalar product, then `linear_combination` inserts the hypotheses.

```lean
/-- For a unit direction `n`, `E² = k² + m²` and `m ≠ 0`, the longitudinal spin vector and
the momentum satisfy `s·s = -1`, `s·p = 0` and `p·p = m²`. -/
theorem longitudinalSpin_conditions {E k m : ℝ} {n : Fin 3 → ℝ}
    (hn : n 0 ^ 2 + n 1 ^ 2 + n 2 ^ 2 = 1) (hE : E ^ 2 = k ^ 2 + m ^ 2) (hm : m ≠ 0) :
    dot minkowski (longitudinalSpin E k m n) (longitudinalSpin E k m n) = -1 ∧
      dot minkowski (longitudinalSpin E k m n) (momentum E k n) = 0 ∧
      dot minkowski (momentum E k n) (momentum E k n) = m ^ 2 := by
  have hd : ∀ a0 a1 a2 a3 b0 b1 b2 b3 : ℝ,
      dot minkowski ![a0, a1, a2, a3] ![b0, b1, b2, b3]
        = a0 * b0 - a1 * b1 - a2 * b2 - a3 * b3 := by
    intro a0 a1 a2 a3 b0 b1 b2 b3
    simp [dot, minkowski, Fin.sum_univ_four]
    ring
  have hv : m * m⁻¹ = 1 := mul_inv_cancel₀ hm
  unfold longitudinalSpin momentum
  refine ⟨?_, ?_, ?_⟩
  · rw [hd]
    linear_combination (-(E ^ 2 * m⁻¹ ^ 2)) * hn - m⁻¹ ^ 2 * hE - (m * m⁻¹ + 1) * hv
  · rw [hd]
    linear_combination (-(k * E * m⁻¹)) * hn
  · rw [hd]
    linear_combination hE - k ^ 2 * hn
```

## The Dirac representation

The matrices are assembled from $2\times2$ blocks, with Pauli matrices $\sigma_i$ in the spatial generators.

```lean
/-- The three Pauli matrices. -/
def pauli : Fin 3 → Matrix (Fin 2) (Fin 2) ℂ :=
  ![!![0, 1; 1, 0], !![0, -Complex.I; Complex.I, 0], !![1, 0; 0, -1]]

/-- The block matrix `diag(1, -1)`, which is `γ^0` in the Dirac representation. -/
def timeBlock : Matrix (Fin 2 ⊕ Fin 2) (Fin 2 ⊕ Fin 2) ℂ :=
  Matrix.fromBlocks 1 0 0 (-1)

/-- The block matrix with `M` in the upper right and `-M` in the lower left corner. -/
def spaceBlock (M : Matrix (Fin 2) (Fin 2) ℂ) : Matrix (Fin 2 ⊕ Fin 2) (Fin 2 ⊕ Fin 2) ℂ :=
  Matrix.fromBlocks 0 M (-M) 0

/-- The matrices `γ^0, γ^1, γ^2, γ^3` in the Dirac representation. -/
def diracGamma : Fin 4 → Matrix (Fin 2 ⊕ Fin 2) (Fin 2 ⊕ Fin 2) ℂ :=
  ![timeBlock, spaceBlock (pauli 0), spaceBlock (pauli 1), spaceBlock (pauli 2)]

/-- The matrix `γ5` in the Dirac representation. -/
def diracGamma5 : Matrix (Fin 2 ⊕ Fin 2) (Fin 2 ⊕ Fin 2) ℂ :=
  Matrix.fromBlocks 0 1 1 0
```

The time block squares to $1$ and anticommutes with every space block. For two space blocks, $\sigma_i\sigma_j+\sigma_j\sigma_i=2\delta_{ij}$ yields $-2\delta_{ij}$. The proof treats these time and space cases separately.

```lean
set_option maxHeartbeats 400000 in
/-- The Dirac matrices obey the Clifford relation for the Minkowski metric. -/
theorem dirac_clifford (μ ν : Fin 4) :
    diracGamma μ * diracGamma ν + diracGamma ν * diracGamma μ
      = (2 * minkowski μ ν) • (1 : Matrix (Fin 2 ⊕ Fin 2) (Fin 2 ⊕ Fin 2) ℂ) := by
  -- anticommutation relations of the Pauli matrices
  have hσ : ∀ i j : Fin 3, pauli i * pauli j + pauli j * pauli i
      = (if i = j then (2 : ℝ) else 0) • (1 : Matrix (Fin 2) (Fin 2) ℂ) := by
    intro i j
    fin_cases i <;> fin_cases j <;> ext a b <;> fin_cases a <;> fin_cases b <;>
      simp [pauli, Matrix.mul_apply, Fin.sum_univ_two, Matrix.one_apply] <;> norm_num
  -- block products
  have h00 : timeBlock * timeBlock = 1 := by
    simp [timeBlock, Matrix.fromBlocks_multiply]
  have h0k : ∀ M, timeBlock * spaceBlock M + spaceBlock M * timeBlock = 0 := by
    intro M
    simp [timeBlock, spaceBlock, Matrix.fromBlocks_multiply, Matrix.fromBlocks_add]
  have hkl : ∀ (M N : Matrix (Fin 2) (Fin 2) ℂ) (c : ℝ),
      M * N + N * M = c • (1 : Matrix (Fin 2) (Fin 2) ℂ) →
      spaceBlock M * spaceBlock N + spaceBlock N * spaceBlock M
        = (-c) • (1 : Matrix (Fin 2 ⊕ Fin 2) (Fin 2 ⊕ Fin 2) ℂ) := by
    intro M N c h
    have h1 : spaceBlock M * spaceBlock N + spaceBlock N * spaceBlock M
        = Matrix.fromBlocks (-(M * N) + -(N * M)) 0 0 (-(M * N) + -(N * M)) := by
      simp [spaceBlock, Matrix.fromBlocks_multiply, Matrix.fromBlocks_add]
    have h2 : (1 : Matrix (Fin 2 ⊕ Fin 2) (Fin 2 ⊕ Fin 2) ℂ) = Matrix.fromBlocks 1 0 0 1 :=
      Matrix.fromBlocks_one.symm
    rw [h1, ← neg_add, h, ← neg_smul, h2, Matrix.fromBlocks_smul]
    simp only [smul_zero]
  -- time and space components of the generators and of the metric
  have e0 : diracGamma 0 = timeBlock := rfl
  have es : ∀ k : Fin 3, diracGamma k.succ = spaceBlock (pauli k) := by
    intro k
    fin_cases k <;> rfl
  have m00 : minkowski 0 0 = 1 := rfl
  have m0s : ∀ k : Fin 3, minkowski 0 k.succ = 0 := by
    intro k
    fin_cases k <;> rfl
  have ms0 : ∀ k : Fin 3, minkowski k.succ 0 = 0 := by
    intro k
    fin_cases k <;> rfl
  have mss : ∀ i j : Fin 3, minkowski i.succ j.succ = if i = j then -1 else 0 := by
    intro i j
    fin_cases i <;> fin_cases j <;> first | rfl | simp [minkowski]
  have c00 : diracGamma 0 * diracGamma 0 + diracGamma 0 * diracGamma 0
      = (2 * minkowski 0 0) • (1 : Matrix (Fin 2 ⊕ Fin 2) (Fin 2 ⊕ Fin 2) ℂ) := by
    rw [e0, m00, h00]
    module
  have c0s : ∀ k : Fin 3, diracGamma 0 * diracGamma k.succ + diracGamma k.succ * diracGamma 0
      = (2 * minkowski 0 k.succ) • (1 : Matrix (Fin 2 ⊕ Fin 2) (Fin 2 ⊕ Fin 2) ℂ) := by
    intro k
    rw [e0, es k, m0s k, mul_zero, zero_smul]
    exact h0k _
  have cs0 : ∀ k : Fin 3, diracGamma k.succ * diracGamma 0 + diracGamma 0 * diracGamma k.succ
      = (2 * minkowski k.succ 0) • (1 : Matrix (Fin 2 ⊕ Fin 2) (Fin 2 ⊕ Fin 2) ℂ) := by
    intro k
    rw [e0, es k, ms0 k, mul_zero, zero_smul]
    exact (add_comm _ _).trans (h0k _)
  have css : ∀ i j : Fin 3,
      diracGamma i.succ * diracGamma j.succ + diracGamma j.succ * diracGamma i.succ
      = (2 * minkowski i.succ j.succ) • (1 : Matrix (Fin 2 ⊕ Fin 2) (Fin 2 ⊕ Fin 2) ℂ) := by
    intro i j
    rw [es i, es j, mss i j, hkl _ _ _ (hσ i j)]
    congr 1
    split_ifs <;> norm_num
  rcases Fin.eq_zero_or_eq_succ μ with rfl | ⟨i, rfl⟩ <;>
    rcases Fin.eq_zero_or_eq_succ ν with rfl | ⟨j, rfl⟩
  · exact c00
  · exact c0s j
  · exact cs0 i
  · exact css i j
```

A concrete case is $p^\mu=(5,0,0,3)$, $m=4$ and $s^\mu=(3/4,0,0,5/4)$. The last theorem verifies the hypotheses of `polarized_on_shell` for these vectors and the Dirac matrices.

```lean
set_option maxHeartbeats 400000 in
/-- The Dirac representation, with `E = 5`, `k = 3`, `m = 4` along the third axis and the
longitudinal spin vector, meets the algebraic relations, `s·s = -1`, `s·p = 0` and
`p·p = m²`. -/
theorem spin_projector_witness :
    IsDiracSystem minkowski diracGamma diracGamma5 ∧
      dot minkowski (longitudinalSpin 5 3 4 ![0, 0, 1]) (longitudinalSpin 5 3 4 ![0, 0, 1])
        = -1 ∧
      dot minkowski (longitudinalSpin 5 3 4 ![0, 0, 1]) (momentum 5 3 ![0, 0, 1]) = 0 ∧
      dot minkowski (momentum 5 3 ![0, 0, 1]) (momentum 5 3 ![0, 0, 1]) = 4 ^ 2 := by
  refine ⟨⟨dirac_clifford, ?_, ?_⟩,
    longitudinalSpin_conditions (by simp) (by norm_num) (by norm_num)⟩
  · simp [diracGamma5, Matrix.fromBlocks_multiply]
  · intro μ
    fin_cases μ <;>
      simp [diracGamma, diracGamma5, timeBlock, spaceBlock, Matrix.fromBlocks_multiply,
        Matrix.fromBlocks_add]

end

end CovariantSpinProjector
```

```lean
#print axioms CovariantSpinProjector.spin_projector
#print axioms CovariantSpinProjector.spin_projector_complement
#print axioms CovariantSpinProjector.spin_projector_iff
#print axioms CovariantSpinProjector.polarized_on_shell
```

```
'CovariantSpinProjector.spin_projector' depends on axioms: [propext, Classical.choice, Quot.sound]
'CovariantSpinProjector.spin_projector_complement' depends on axioms: [propext, Classical.choice, Quot.sound]
'CovariantSpinProjector.spin_projector_iff' depends on axioms: [propext, Classical.choice, Quot.sound]
'CovariantSpinProjector.polarized_on_shell' depends on axioms: [propext, Classical.choice, Quot.sound]
```
